# Core-level shifts equal equivalent-core reaction energies exactly when the core-exchange energy is the same in every molecule

## Replacing a core hole by a heavier nucleus

Removing a nitrogen 1s electron from NH₃ leaves an ion whose valence electrons see roughly one extra unit of nuclear charge. The equivalent-core picture replaces this ion by H₃O⁺ in its ground state. For N₂ the corresponding cation is NO⁺. The shift in nitrogen 1s binding energy from NH₃ to N₂ is then estimated by the energy of

$$\mathrm{N_2 + H_3O^+ \to NO^+ + NH_3}.$$

The core-hole ion and its substitute have very different total energies. What must be true of that difference for the estimate to be exact throughout a family of molecules?

## Energies and the condition on them

Take a family of molecules, each ionised at one chosen atom, with the same element and the same core level throughout. For molecule $i$, let $N_i$, $H_i$ and $C_i$ be the energies of the neutral, the core-hole ion and the equivalent-core cation. The binding energy is $H_i-N_i$. The shift and the reaction energy, products minus reactants, are

$$S_{ij}=(H_i-N_i)-(H_j-N_j),\qquad R_{ij}=(C_i+N_j)-(N_i+C_j).$$

Call $x_i=H_i-C_i$ the core-exchange energy. Then $S_{ij}=R_{ij}$ for all $i,j$ if and only if there is one constant $d$ with $H_i=C_i+d$ for all $i$. Physically, putting the real core hole in place of the equivalent core costs the same energy in every chemical environment.

## Derivation

The neutral energies cancel:

$$S_{ij}-R_{ij}=H_i-H_j-C_i+C_j=x_i-x_j.$$

If every $x_i=d$, the error vanishes. Conversely, if all errors vanish, choose a molecule $r$ and set $d=x_r$; then $x_i=x_r=d$ for every $i$. An empty family satisfies both sides trivially. Agreement against one reference $r$ is already enough, since $x_i-x_j=(x_i-x_r)-(x_j-x_r)$.

For a finite family, all errors are at most $\varepsilon$ in magnitude exactly when some $d$ satisfies $|x_i-d|\le\varepsilon/2$ for all $i$. The empty family is again trivial. Otherwise, given the error bound, let $d$ be the midpoint of the largest and smallest $x_i$, which differ by at most $\varepsilon$. The converse is the triangle inequality.

Finally, let $d$ be the mean of the $x_i$ over $n\ge 1$ molecules, and let $e_i=x_i-d$, so that $\sum_i e_i=0$ and the error $S_{ij}-R_{ij}$ equals $e_i-e_j$. Then

$$\sum_{i,j}(e_i-e_j)^2=2n\sum_i e_i^2-2\Big(\sum_i e_i\Big)^2=2n\sum_i e_i^2.$$

## Three molecules with invented energies

Take binding energies $405.0,\,406.0,\,407.3$ eV and $C_i-N_i=-545.0,\,-544.0,\,-543.0$ eV; the latter are large and negative because the cation has the same number of electrons as the neutral but one more unit of nuclear charge. The core-exchange energies are $950.0,\,950.0,\,950.3$ eV.

The largest error is $0.3$ eV, and the midpoint $950.15$ eV lies within $0.15$ eV of each value. The mean is $950.1$ eV. The squared errors over ordered pairs sum to $4(0.3)^2=0.36$ eV², matching $2\cdot3\,(0.01+0.01+0.04)$.

## In a calculation

When total energies of both ions are available, a script can form the array `H - C` once. Its maximum minus its minimum is the worst shift error, with no loop over pairs. In electronic-structure work this tests the equivalent-core substitution for the given finite set of molecules and energies; it does not predict the error for a new molecule.

## The Lean file

```lean
import Mathlib

open Finset

namespace EquivalentCoreShifts

variable {ι : Type*}

/-- Core-level binding energy of molecule `i`: core-hole energy minus neutral energy. -/
def bindingEnergy (N H : ι → ℝ) (i : ι) : ℝ := H i - N i

/-- Core-level shift of molecule `i` relative to molecule `j`. -/
def chemicalShift (N H : ι → ℝ) (i j : ι) : ℝ :=
  bindingEnergy N H i - bindingEnergy N H j

/-- Energy of the reaction neutral `i` + cation `j` → cation `i` + neutral `j`,
where the cations are the equivalent-core ones. -/
def reactionEnergy (N C : ι → ℝ) (i j : ι) : ℝ := (C i + N j) - (N i + C j)

/-- The difference between a shift and the reaction energy is the difference of the
energies for exchanging the equivalent core with the core hole in the two molecules. -/
theorem shift_sub_reaction (N H C : ι → ℝ) (i j : ι) :
    chemicalShift N H i j - reactionEnergy N C i j = (H i - C i) - (H j - C j) := by
  unfold chemicalShift bindingEnergy reactionEnergy
  ring

/-- All core-level shifts equal the equivalent-core reaction energies if and only if the
core-hole and cation energies differ by one constant common to all molecules. -/
theorem shifts_eq_reactions_iff (N H C : ι → ℝ) :
    (∀ i j, chemicalShift N H i j = reactionEnergy N C i j) ↔
      ∃ d : ℝ, ∀ i, H i = C i + d := by
  constructor
  · intro h
    rcases isEmpty_or_nonempty ι with hι | ⟨⟨r⟩⟩
    · exact ⟨0, fun i => (hι.false i).elim⟩
    · -- any molecule can serve as the reference that fixes the constant
      refine ⟨H r - C r, fun i => ?_⟩
      have h1 := h i r
      have h2 := shift_sub_reaction N H C i r
      linarith
  · rintro ⟨d, hd⟩ i j
    have h2 := shift_sub_reaction N H C i j
    have hi := hd i
    have hj := hd j
    linarith

/-- If the shifts relative to one reference molecule `r` equal the reaction energies,
then so do the shifts between any two molecules. -/
theorem reference_suffices (N H C : ι → ℝ) (r : ι)
    (h : ∀ i, chemicalShift N H i r = reactionEnergy N C i r) (i j : ι) :
    chemicalShift N H i j = reactionEnergy N C i j := by
  have hi := h i
  have hj := h j
  have h1 := shift_sub_reaction N H C i r
  have h2 := shift_sub_reaction N H C j r
  have h3 := shift_sub_reaction N H C i j
  linarith

/-- For finitely many molecules, all shifts agree with the reaction energies within `ε`
if and only if some constant matches every core-exchange energy within `ε / 2`. -/
theorem shifts_within_iff [Finite ι] (N H C : ι → ℝ) (ε : ℝ) :
    (∀ i j, |chemicalShift N H i j - reactionEnergy N C i j| ≤ ε) ↔
      ∃ d : ℝ, ∀ i, |H i - C i - d| ≤ ε / 2 := by
  constructor
  · intro h
    rcases isEmpty_or_nonempty ι with hι | hι
    · exact ⟨0, fun i => (hι.false i).elim⟩
    · -- the best constant lies midway between the extreme core-exchange energies
      obtain ⟨a, ha⟩ := Finite.exists_max (fun i => H i - C i)
      obtain ⟨b, hb⟩ := Finite.exists_min (fun i => H i - C i)
      have hab := h a b
      rw [shift_sub_reaction] at hab
      have hab' := (abs_le.mp hab).2
      refine ⟨((H a - C a) + (H b - C b)) / 2, fun i => ?_⟩
      have h1 : H i - C i ≤ H a - C a := ha i
      have h2 : H b - C b ≤ H i - C i := hb i
      rw [abs_le]
      constructor <;> linarith
  · rintro ⟨d, hd⟩ i j
    obtain ⟨hi1, hi2⟩ := abs_le.mp (hd i)
    obtain ⟨hj1, hj2⟩ := abs_le.mp (hd j)
    rw [shift_sub_reaction, abs_le]
    constructor <;> linarith

/-- If `d` is the average core-exchange energy, the squared errors of the shifts, summed
over all ordered pairs, are twice the number of molecules times the summed squared
deviations of the core-exchange energies from `d`. -/
theorem sum_sq_shift_error [Fintype ι] (N H C : ι → ℝ) (d : ℝ)
    (hd : ∑ i, (H i - C i - d) = 0) :
    ∑ i, ∑ j, (chemicalShift N H i j - reactionEnergy N C i j) ^ 2 =
      2 * (Fintype.card ι : ℝ) * ∑ i, (H i - C i - d) ^ 2 := by
  have key : ∀ e : ι → ℝ, ∑ i, e i = 0 →
      ∑ i, ∑ j, (e i - e j) ^ 2 = 2 * (Fintype.card ι : ℝ) * ∑ i, e i ^ 2 := by
    intro e he
    -- the cross term vanishes because the deviations sum to zero
    have inner_sum : ∀ i, ∑ j, (e i - e j) ^ 2 =
        (Fintype.card ι : ℝ) * e i ^ 2 + ∑ j, e j ^ 2 := by
      intro i
      calc ∑ j, (e i - e j) ^ 2
          = ∑ j, (e i ^ 2 - 2 * e i * e j + e j ^ 2) :=
            Finset.sum_congr rfl (fun j _ => by ring)
        _ = (Fintype.card ι : ℝ) * e i ^ 2 + ∑ j, e j ^ 2 := by
            rw [Finset.sum_add_distrib, Finset.sum_sub_distrib, ← Finset.mul_sum, he]
            simp only [Finset.sum_const, Finset.card_univ, nsmul_eq_mul]
            ring
    rw [Finset.sum_congr rfl (fun i _ => inner_sum i), Finset.sum_add_distrib,
      ← Finset.mul_sum]
    simp only [Finset.sum_const, Finset.card_univ, nsmul_eq_mul]
    ring
  refine Eq.trans ?_ (key (fun i => H i - C i - d) hd)
  refine Finset.sum_congr rfl (fun i _ => Finset.sum_congr rfl (fun j _ => ?_))
  simp only [shift_sub_reaction]
  ring

end EquivalentCoreShifts
```

```lean
#print axioms EquivalentCoreShifts.shifts_eq_reactions_iff
-- 'EquivalentCoreShifts.shifts_eq_reactions_iff' depends on axioms: [propext, Classical.choice, Quot.sound]
#print axioms EquivalentCoreShifts.reference_suffices
-- 'EquivalentCoreShifts.reference_suffices' depends on axioms: [propext, Classical.choice, Quot.sound]
#print axioms EquivalentCoreShifts.shifts_within_iff
-- 'EquivalentCoreShifts.shifts_within_iff' depends on axioms: [propext, Classical.choice, Quot.sound]
#print axioms EquivalentCoreShifts.sum_sq_shift_error
-- 'EquivalentCoreShifts.sum_sq_shift_error' depends on axioms: [propext, Classical.choice, Quot.sound]
```

## Reading the statements

The type `ι` labels the molecules, and `N`, `H`, `C : ι → ℝ` are their energies in a common unit. `chemicalShift N H i j` is $S_{ij}$ and `reactionEnergy N C i j` is $R_{ij}$. The main equivalence, `shifts_eq_reactions_iff`, holds for any `ι`. The two quantitative theorems are stated for finite families; the bound in `shifts_within_iff` would also hold for infinite ones, with supremum and infimum in place of maximum and minimum.

The energies are arbitrary real numbers. Geometry, relaxation and electronic-structure method enter only through their values, and the equality of all the $x_i$ is a condition to be tested, not a consequence of quantum mechanics.

## How the proofs follow the algebra

`shift_sub_reaction` unfolds the definitions and lets `ring` cancel the neutral energies. The equivalence and `reference_suffices` apply this identity to the relevant pairs, and `linarith` combines the resulting linear equations.

In `shifts_within_iff`, `Finite.exists_max` and `Finite.exists_min` supply the extreme molecules `a` and `b`. `abs_le` turns each absolute value into two inequalities for `linarith`.

In `sum_sq_shift_error`, the hypothesis `hd` says that the deviations from `d` sum to zero. `inner_sum` expands the square and uses this to remove the cross term for each fixed `i`; summing over `i` gives `key`, which is then applied to $e_i=x_i-d$.
